# For a bounded Hermitian perturbation V, the boundary term i⟨ψ₀(T), ∂ₛψₛ(T)⟩ at s = 0 is the time integral of ⟨ψ₀, Vψ₀⟩

A quantum system starts in a fixed state and is driven by a potential of adjustable strength, so its final state vector can change with that strength. In an action principle for time-dependent density functional theory this response appears as a boundary term at the final time, and the question is what that term contains.

```lean
import Mathlib

open Complex Filter
open scoped InnerProductSpace Topology

noncomputable section

namespace TDDFTBoundaryTerm

variable {E : Type*} [NormedAddCommGroup E] [InnerProductSpace ℂ E]

/-- A bounded operator is Hermitian if it can be moved across the inner product. -/
def Hermitian (A : E →L[ℂ] E) : Prop := ∀ x y : E, ⟪A x, y⟫_ℂ = ⟪x, A y⟫_ℂ

/-- The states `ψ s t` start from `φ` at time zero and obey the Schrödinger equation
`i ∂ψ/∂t = (H + s V) ψ` for every coupling strength `s`. -/
structure Evolves (H V : ℝ → E →L[ℂ] E) (φ : E) (ψ : ℝ → ℝ → E) : Prop where
  initial : ∀ s, ψ s 0 = φ
  schrodinger : ∀ s t,
    HasDerivAt (ψ s) (-I • (H t (ψ s t) + (s : ℂ) • V t (ψ s t))) t


variable {H V : ℝ → E →L[ℂ] E} {φ : E} {ψ : ℝ → ℝ → E}

/-- For a continuous perturbation, its matrix element between two evolving states is
continuous in time. -/
theorem matrixElement_continuous (hVc : Continuous V) (hψ : Evolves H V φ ψ) (r s : ℝ) :
    Continuous fun t => ⟪ψ r t, V t (ψ s t)⟫_ℂ := by
  have c : ∀ s, Continuous (ψ s) := fun s =>
    continuous_iff_continuousAt.2 fun t => (hψ.schrodinger s t).continuousAt
  exact (continuous_inner (𝕜 := ℂ)).comp ((c r).prodMk (hVc.clm_apply (c s)))

section Response

variable (hH : ∀ t, Hermitian (H t)) (hV : ∀ t, Hermitian (V t))
  (hVc : Continuous V) (hψ : Evolves H V φ ψ)
include hH hV hVc hψ

/-- For Hermitian `H` and continuous Hermitian `V`, the overlap of two evolutions differs from
its initial value by the time integral of the matrix element of `V`, times `-i (s - r)`. -/
theorem overlap_eq (r s T : ℝ) :
    ⟪ψ r T, ψ s T⟫_ℂ =
      ⟪φ, φ⟫_ℂ - I * ((s : ℂ) - r) * ∫ t in (0 : ℝ)..T, ⟪ψ r t, V t (ψ s t)⟫_ℂ := by
  -- the common Hamiltonian `H` cancels in the time derivative
  have hd : ∀ t, HasDerivAt (fun t => ⟪ψ r t, ψ s t⟫_ℂ)
      (-I * ((s : ℂ) - r) * ⟪ψ r t, V t (ψ s t)⟫_ℂ) t := by
    intro t
    have h1 : ∀ x y : E, ⟪H t x, y⟫_ℂ = ⟪x, H t y⟫_ℂ := hH t
    have h2 : ∀ x y : E, ⟪V t x, y⟫_ℂ = ⟪x, V t y⟫_ℂ := hV t
    refine ((hψ.schrodinger r t).inner ℂ (hψ.schrodinger s t)).congr_deriv ?_
    simp only [inner_smul_left, inner_smul_right, inner_add_left, inner_add_right,
      map_neg, Complex.conj_I, Complex.conj_ofReal, h1, h2]
    ring
  have h := intervalIntegral.integral_eq_sub_of_hasDerivAt (a := 0) (b := T)
    (fun t _ => hd t)
    ((continuous_const.mul (matrixElement_continuous hVc hψ r s)).intervalIntegrable 0 T)
  simp only [intervalIntegral.integral_const_mul, hψ.initial] at h
  linear_combination -h

/-- Evolution under Hermitian `H` and continuous Hermitian `V` conserves the norm. -/
theorem norm_conserved (s t : ℝ) : ‖ψ s t‖ = ‖φ‖ := by
  have h := overlap_eq hH hV hVc hψ s s t
  rw [sub_self, mul_zero, zero_mul, sub_zero] at h
  have h2 : ‖ψ s t‖ ^ 2 = ‖φ‖ ^ 2 := by
    rw [← inner_self_eq_norm_sq (𝕜 := ℂ) (ψ s t), ← inner_self_eq_norm_sq (𝕜 := ℂ) φ, h]
  exact (sq_eq_sq₀ (norm_nonneg _) (norm_nonneg _)).1 h2

/-- For Hermitian `H` and continuous Hermitian `V`, the matrix element of `V` between evolving
states has absolute value at most the operator norm of `V` times the squared norm of the initial
state. -/
theorem matrixElement_le (r s t : ℝ) :
    ‖⟪ψ r t, V t (ψ s t)⟫_ℂ‖ ≤ ‖V t‖ * ‖φ‖ ^ 2 := by
  calc ‖⟪ψ r t, V t (ψ s t)⟫_ℂ‖ ≤ ‖ψ r t‖ * ‖V t (ψ s t)‖ := norm_inner_le_norm _ _
    _ ≤ ‖ψ r t‖ * (‖V t‖ * ‖ψ s t‖) :=
        mul_le_mul_of_nonneg_left ((V t).le_opNorm _) (norm_nonneg _)
    _ = ‖V t‖ * ‖φ‖ ^ 2 := by
        rw [norm_conserved hH hV hVc hψ, norm_conserved hH hV hVc hψ]; ring

/-- For Hermitian `H` and continuous Hermitian `V`, the perturbed state at a fixed time tends to
the unperturbed one as the coupling is switched off. -/
theorem state_tendsto (t : ℝ) :
    Tendsto (fun s => ψ s t) (𝓝 0) (𝓝 (ψ 0 t)) := by
  obtain ⟨C, hC⟩ := (isCompact_uIcc (a := (0 : ℝ)) (b := t)).exists_bound_of_continuousOn
    hVc.continuousOn
  -- the squared distance is at most linear in the coupling
  have bound : ∀ s : ℝ, ‖ψ 0 t - ψ s t‖ ^ 2 ≤ 2 * (|s| * (C * ‖φ‖ ^ 2 * |t - 0|)) := by
    intro s
    have hW : ‖∫ τ in (0 : ℝ)..t, ⟪ψ 0 τ, V τ (ψ s τ)⟫_ℂ‖ ≤ C * ‖φ‖ ^ 2 * |t - 0| :=
      intervalIntegral.norm_integral_le_of_norm_le_const fun τ hτ =>
        (matrixElement_le hH hV hVc hψ 0 s τ).trans
          (mul_le_mul_of_nonneg_right (hC τ (Set.uIoc_subset_uIcc hτ)) (sq_nonneg _))
    have e := congrArg Complex.re (overlap_eq hH hV hVc hψ 0 s t)
    generalize (∫ τ in (0 : ℝ)..t, ⟪ψ 0 τ, V τ (ψ s τ)⟫_ℂ) = W at e hW
    rw [Complex.ofReal_zero, sub_zero, Complex.sub_re] at e
    have hφ : (⟪φ, φ⟫_ℂ).re = ‖φ‖ ^ 2 := inner_self_eq_norm_sq (𝕜 := ℂ) φ
    have n : ‖ψ 0 t - ψ s t‖ ^ 2 =
        ‖ψ 0 t‖ ^ 2 - 2 * (⟪ψ 0 t, ψ s t⟫_ℂ).re + ‖ψ s t‖ ^ 2 := norm_sub_sq (𝕜 := ℂ) _ _
    rw [norm_conserved hH hV hVc hψ, norm_conserved hH hV hVc hψ] at n
    have b : (I * (s : ℂ) * W).re ≤ |s| * ‖W‖ := by
      refine (Complex.re_le_norm _).trans (le_of_eq ?_)
      rw [norm_mul, norm_mul, Complex.norm_I, one_mul, Complex.norm_real, Real.norm_eq_abs]
    have m := mul_le_mul_of_nonneg_left hW (abs_nonneg s)
    linarith
  have hc : Continuous fun s : ℝ => 2 * (|s| * (C * ‖φ‖ ^ 2 * |t - 0|)) :=
    continuous_const.mul (continuous_abs.mul continuous_const)
  have hsq : Tendsto (fun s => ‖ψ 0 t - ψ s t‖ ^ 2) (𝓝 0) (𝓝 0) :=
    squeeze_zero (fun _ => sq_nonneg _) bound (hc.tendsto' 0 0 (by simp))
  rw [tendsto_iff_norm_sub_tendsto_zero]
  refine ((Real.continuous_sqrt.tendsto' 0 0 Real.sqrt_zero).comp hsq).congr fun s => ?_
  rw [Function.comp_apply, Real.sqrt_sq (norm_nonneg _), norm_sub_rev]

/-- For Hermitian `H` and continuous Hermitian `V`, `i` times the final-time overlap with the
unperturbed state is differentiable at zero coupling, with derivative `∫ ⟨ψ₀, V ψ₀⟩ dt`. -/
theorem overlap_response (T : ℝ) :
    HasDerivAt (fun s : ℝ => I * ⟪ψ 0 T, ψ s T⟫_ℂ)
      (∫ t in (0 : ℝ)..T, ⟪ψ 0 t, V t (ψ 0 t)⟫_ℂ) 0 := by
  have hW : Tendsto (fun s : ℝ => ∫ t in (0 : ℝ)..T, ⟪ψ 0 t, V t (ψ s t)⟫_ℂ) (𝓝 0)
      (𝓝 (∫ t in (0 : ℝ)..T, ⟪ψ 0 t, V t (ψ 0 t)⟫_ℂ)) := by
    refine intervalIntegral.tendsto_integral_filter_of_dominated_convergence
      (fun t => ‖V t‖ * ‖φ‖ ^ 2) ?_ ?_ ?_ ?_
    · exact Eventually.of_forall fun s =>
        (matrixElement_continuous hVc hψ 0 s).aestronglyMeasurable
    · exact Eventually.of_forall fun s => Eventually.of_forall fun t _ =>
        matrixElement_le hH hV hVc hψ 0 s t
    · exact (hVc.norm.mul continuous_const).intervalIntegrable 0 T
    · refine Eventually.of_forall fun t _ => ?_
      have c : Continuous fun x : E => ⟪ψ 0 t, V t x⟫_ℂ :=
        (continuous_inner (𝕜 := ℂ)).comp (continuous_const.prodMk (V t).continuous)
      exact (c.tendsto _).comp (state_tendsto hH hV hVc hψ t)
  have e : ∀ s : ℝ, I * ⟪ψ 0 T, ψ s T⟫_ℂ =
      I * ⟪φ, φ⟫_ℂ + s * ∫ t in (0 : ℝ)..T, ⟪ψ 0 t, V t (ψ s t)⟫_ℂ := by
    intro s
    rw [overlap_eq hH hV hVc hψ 0 s T, Complex.ofReal_zero]
    linear_combination (-(s : ℂ) * ∫ t in (0 : ℝ)..T, ⟪ψ 0 t, V t (ψ s t)⟫_ℂ) * Complex.I_sq
  -- the difference quotient is exactly the integrated matrix element
  rw [hasDerivAt_iff_tendsto_slope]
  refine (hW.mono_left nhdsWithin_le_nhds).congr' ?_
  filter_upwards [self_mem_nhdsWithin] with s hs
  have hs' : (s : ℂ) ≠ 0 := Complex.ofReal_ne_zero.2 hs
  simp only [slope_def_module, e, sub_zero, Complex.ofReal_zero, zero_mul, add_zero,
    add_sub_cancel_left, Complex.real_smul, Complex.ofReal_inv]
  rw [inv_mul_cancel_left₀ hs']

/-- For Hermitian `H` and continuous Hermitian `V`, if the final state has derivative `d` in the
coupling at zero, the boundary term `i⟨ψ₀(T), d⟩` equals `∫ ⟨ψ₀, V ψ₀⟩ dt` from `0` to `T`. -/
theorem boundary_term {T : ℝ} {d : E} (hd : HasDerivAt (fun s => ψ s T) d 0) :
    I * ⟪ψ 0 T, d⟫_ℂ = ∫ t in (0 : ℝ)..T, ⟪ψ 0 t, V t (ψ 0 t)⟫_ℂ := by
  have h := (((hasDerivAt_const (0 : ℝ) (ψ 0 T)).inner ℂ hd).const_mul I).unique
    (overlap_response hH hV hVc hψ T)
  simpa only [inner_zero_left, add_zero] using h


/-- For Hermitian `H`, continuous Hermitian `V` and final states differentiable in the coupling
at zero, the boundary term vanishes at every final time exactly when `⟨ψ₀, V ψ₀⟩` vanishes at
every time. -/
theorem boundary_term_vanishes_iff {d : ℝ → E}
    (hd : ∀ T, HasDerivAt (fun s => ψ s T) (d T) 0) :
    (∀ T, I * ⟪ψ 0 T, d T⟫_ℂ = 0) ↔ ∀ t, ⟪ψ 0 t, V t (ψ 0 t)⟫_ℂ = 0 := by
  constructor
  · intro h t
    have h0 : (fun T => ∫ τ in (0 : ℝ)..T, ⟪ψ 0 τ, V τ (ψ 0 τ)⟫_ℂ) = fun _ => 0 :=
      funext fun T => by rw [← boundary_term hH hV hVc hψ (hd T)]; exact h T
    -- differentiate the integral with respect to the final time
    have h1 : HasDerivAt (fun T => ∫ τ in (0 : ℝ)..T, ⟪ψ 0 τ, V τ (ψ 0 τ)⟫_ℂ)
        ⟪ψ 0 t, V t (ψ 0 t)⟫_ℂ t :=
      ((matrixElement_continuous hVc hψ 0 0).integral_hasStrictDerivAt 0 t).hasDerivAt
    rw [h0] at h1
    exact h1.unique (hasDerivAt_const t 0)
  · intro h T
    rw [boundary_term hH hV hVc hψ (hd T)]
    simp only [h, intervalIntegral.integral_zero]

end Response

/-- The operator that exchanges the two amplitudes of a two-level system. -/
def spinFlip : EuclideanSpace ℂ (Fin 2) →L[ℂ] EuclideanSpace ℂ (Fin 2) :=
  LinearMap.toContinuousLinearMap
    { toFun := fun x => !₂[x 1, x 0]
      map_add' := fun x y => by ext i; fin_cases i <;> simp
      map_smul' := fun c x => by ext i; fin_cases i <;> simp }

/-- The spin flip `K` is Hermitian, and with `H = ω K` and `V = K` the two-level states
`cos((ω+s)t) φ - i sin((ω+s)t) K φ` solve the Schrödinger equation for every `s`. -/
theorem evolves_witness (ω : ℝ) (φ : EuclideanSpace ℂ (Fin 2)) :
    Hermitian spinFlip ∧ Evolves (fun _ => (ω : ℂ) • spinFlip) (fun _ => spinFlip) φ
      (fun s t => ((Real.cos ((ω + s) * t) : ℝ) : ℂ) • φ -
        (I * ((Real.sin ((ω + s) * t) : ℝ) : ℂ)) • spinFlip φ) := by
  have hap : ∀ x, spinFlip x = !₂[x 1, x 0] := fun _ => rfl
  have hK : spinFlip (spinFlip φ) = φ := by
    ext i
    fin_cases i <;> simp [hap]
  refine ⟨fun x y => ?_, fun s => by simp, fun s t => ?_⟩
  · simp [hap, PiLp.inner_apply, Fin.sum_univ_two, add_comm]
  · have hθ : HasDerivAt (fun t : ℝ => (ω + s) * t) (ω + s) t := by
      simpa using (hasDerivAt_id t).const_mul (ω + s)
    refine ((hθ.cos.ofReal_comp.smul_const φ).fun_sub
      ((hθ.sin.ofReal_comp.const_mul I).smul_const (spinFlip φ))).congr_deriv ?_
    simp only [map_sub, map_smul, smul_apply, hK, Complex.ofReal_mul,
      Complex.ofReal_neg, Complex.ofReal_add]
    match_scalars
    · linear_combination
        (-((ω : ℂ) + s) * Complex.sin (((ω : ℂ) + s) * t)) * Complex.I_sq
    · ring

end TDDFTBoundaryTerm
```

## Where the boundary term arises

Let $\psi_s$ solve $i\partial_t\psi_s=(H+sV)\psi_s$ with $\psi_s(0)=\varphi$ for every real $s$, in units with $\hbar=1$. The action

$$A(s)=\int_0^T\langle\psi_s,(i\partial_t-H-sV)\psi_s\rangle\,dt$$

is zero for every $s$, because its integrand vanishes on solutions. Its explicit dependence on $s$ nevertheless contributes $-\int_0^T\langle\psi_0,V\psi_0\rangle\,dt$ to the derivative at $s=0$. When the time derivative is integrated by parts, the fixed initial state gives nothing, but the final state gives $i\langle\psi_0(T),\partial_s\psi_s(T)|_{s=0}\rangle$, which must balance the explicit contribution. This variation is the motivation; the file proves the balance directly from the Schrödinger equation, without an action.

For electrons on a finite lattice, take $V(t)=\sum_j v_j(t)\hat n_j$, where $\hat n_j$ is the density operator at site $j$. With $\|\varphi\|=1$ and the density $n_j=\langle\psi_0,\hat n_j\psi_0\rangle$, the integral reads $\sum_j\int_0^T v_j(t)n_j(t)\,dt$. The boundary term is therefore the unperturbed density weighted by the perturbing potential, summed over the sites and integrated over time.

## From the overlap to its derivative

The inner product is conjugate-linear in its first argument. For two strengths $r$ and $s$, Hermiticity gives

$$\begin{aligned}
\partial_t\langle\psi_r,\psi_s\rangle
&=i\langle\psi_r,(H+rV)\psi_s\rangle-i\langle\psi_r,(H+sV)\psi_s\rangle\\
&=-i(s-r)\langle\psi_r,V\psi_s\rangle .
\end{aligned}$$

The common Hamiltonian has cancelled. Integration from the shared initial state gives

$$\langle\psi_r(T),\psi_s(T)\rangle=\|\varphi\|^2-i(s-r)\int_0^T\langle\psi_r,V\psi_s\rangle\,dt.$$

Setting $r=s$ shows that $\|\psi_s(t)\|=\|\varphi\|$, and hence $|\langle\psi_r,V\psi_s\rangle|\le\|V(t)\|\,\|\varphi\|^2$. Let $C$ bound $\|V\|$ between times $0$ and $t$. Then

$$\begin{aligned}
\|\psi_0(t)-\psi_s(t)\|^2
&=2\|\varphi\|^2-2\,\mathrm{Re}\langle\psi_0(t),\psi_s(t)\rangle\\
&=2\,\mathrm{Re}\left(is\int_0^t\langle\psi_0,V\psi_s\rangle\,d\tau\right)
\le2|s|\,C\|\varphi\|^2|t|,
\end{aligned}$$

so $\psi_s(t)\to\psi_0(t)$ as $s\to0$.

Now put $r=0$ in the overlap formula and multiply by $i$:

$$i\langle\psi_0(T),\psi_s(T)\rangle=i\|\varphi\|^2+s\int_0^T\langle\psi_0,V\psi_s\rangle\,dt.$$

For $s\ne0$ the difference quotient at zero is exactly the last integral. Its integrand converges pointwise and is bounded by $\|V(t)\|\,\|\varphi\|^2$, so dominated convergence gives the derivative $\int_0^T\langle\psi_0,V\psi_0\rangle\,dt$. If $\psi_s(T)$ itself has derivative $d$ at $s=0$, the same derivative is $i\langle\psi_0(T),d\rangle$, and the two expressions agree.

## The assumptions in the Lean statements

The state space `E` is any complex inner product space, and `H t` and `V t` are bounded operators on it. Finite Hermitian matrices are included, also those of interacting lattice models; unbounded continuum Hamiltonians are not. `Hermitian` says that an operator can be moved across the inner product. `V` must be continuous in operator norm, while no continuity of `H` is required.

`Evolves H V φ ψ` records the common initial state and the Schrödinger equation for all real `s` and `t`. The family of solutions is assumed, not constructed. `H` and `V` do not depend on `s` or on the state, so a Kohn–Sham Hamiltonian that readjusts to the perturbed density does not fit this structure.

`overlap_response` concerns the scalar overlap and needs no differentiability of the state. `boundary_term` adds the hypothesis `hd` that the final state has derivative `d` in the coupling at zero. The integral is oriented, so `T` may have either sign. The initial state need not be normalised: $\langle\psi_0,V\psi_0\rangle$ is the expectation value when $\|\varphi\|=1$.

`boundary_term_vanishes_iff` assumes such a derivative at every final time. It says that the boundary term is zero for all `T` exactly when $\langle\psi_0,V\psi_0\rangle$ is zero at all times. A perturbation with a nonzero expectation value at some time thus has a nonzero boundary term for some `T`, though cancellation can make the term vanish at particular final times.

## How Lean carries out the argument

`overlap_eq` differentiates the inner product, moves `H` and `V` across it with `h1` and `h2`, and lets `ring` cancel the common terms. The fundamental theorem of calculus then integrates the result; `matrixElement_continuous` supplies integrability. `norm_conserved` and `matrixElement_le` are the case $r=s$ and the bound on the matrix element.

In `state_tendsto`, `bound` is the estimate linear in $|s|$. `squeeze_zero` sends the squared distance to zero, and continuity of the square root does the rest. `overlap_response` obtains `hW` by dominated convergence, rewrites the overlap in `e`, and identifies the difference quotient with the integral. `boundary_term` differentiates the inner product using `hd` and applies uniqueness of derivatives. For the vanishing criterion, the integral is differentiated with respect to its upper limit; the converse is substitution.

## A two-level family

`evolves_witness` supplies an explicit solution family. Let $K$ exchange the two amplitudes, and take $H=\omega K$ and $V=K$. Since $K^2=1$, the states

$$\psi_s(t)=\cos((\omega+s)t)\,\varphi-i\sin((\omega+s)t)\,K\varphi$$

solve the equation for every $s$. The proof differentiates the formula, and `match_scalars` compares the coefficients of $\varphi$ and $K\varphi$.

Here $d=-iTK\psi_0(T)$, and the boundary term is $T\langle\varphi,K\varphi\rangle$. For $\varphi=(1,1)/\sqrt2$ it equals $T$; for $\varphi=(1,0)$ it vanishes at every final time.

```lean
#print axioms TDDFTBoundaryTerm.boundary_term_vanishes_iff
```

```
'TDDFTBoundaryTerm.boundary_term_vanishes_iff' depends on axioms: [propext, Classical.choice, Quot.sound]
```
